# At two and four cells of a simple cubic lattice, the fcc and bcc supercells uniquely maximise the minimum image distance

A point defect simulated in a periodic supercell is surrounded by copies of itself, and the distance to the nearest copy depends on the shape of the supercell as well as on its volume. For supercells made of two or four cells of a simple cubic lattice, the shapes that keep the nearest copy farthest away can be found exactly.

```lean
import Mathlib

open Finset

namespace SupercellMinimumImage

/-- Squared Euclidean length of an integer lattice vector, in units of the lattice constant. -/
def sqLen {d : ℕ} (v : Fin d → ℤ) : ℤ := ∑ i, v i ^ 2

/-- `m` is the squared minimum image distance of the supercell `H`: the least squared length
of a nonzero supercell translation. -/
def IsMinImageSq {d : ℕ} (H : AddSubgroup (Fin d → ℤ)) (m : ℤ) : Prop :=
  IsLeast {n : ℤ | ∃ v ∈ H, v ≠ 0 ∧ sqLen v = n} m

/-- The fcc supercell: integer vectors with even coordinate sum. -/
def fcc : AddSubgroup (Fin 3 → ℤ) where
  carrier := {v | (2 : ℤ) ∣ v 0 + v 1 + v 2}
  zero_mem' := by simp
  add_mem' := by
    intro v w hv hw
    simp only [Set.mem_ofPred_eq, Pi.add_apply] at *
    omega
  neg_mem' := by
    intro v hv
    simp only [Set.mem_ofPred_eq, Pi.neg_apply] at *
    omega

/-- The bcc supercell: integer vectors whose coordinates all have the same parity. -/
def bcc : AddSubgroup (Fin 3 → ℤ) where
  carrier := {v | (2 : ℤ) ∣ v 0 - v 1 ∧ (2 : ℤ) ∣ v 1 - v 2}
  zero_mem' := by simp
  add_mem' := by
    intro v w hv hw
    simp only [Set.mem_ofPred_eq, Pi.add_apply] at *
    omega
  neg_mem' := by
    intro v hv
    simp only [Set.mem_ofPred_eq, Pi.neg_apply] at *
    omega

/-- If a finite family of lattice points has more members than the index of the supercell, and that
index is finite, then two members with different labels differ by a vector of `H`. -/
theorem exists_difference_mem {d : ℕ} {ι : Type} (H : AddSubgroup (Fin d → ℤ))
    (h0 : H.index ≠ 0) (p : ι → Fin d → ℤ) (h : H.index < Nat.card ι) :
    ∃ i j, i ≠ j ∧ p i - p j ∈ H := by
  have : Finite ((Fin d → ℤ) ⧸ H) := Nat.finite_of_card_ne_zero h0
  by_contra hc
  -- otherwise the points would occupy distinct classes
  have hinj : Function.Injective
      (fun i => (QuotientAddGroup.mk (p i) : (Fin d → ℤ) ⧸ H)) := by
    intro i j hij
    have hij' : (QuotientAddGroup.mk (p i) : (Fin d → ℤ) ⧸ H) = QuotientAddGroup.mk (p j) := hij
    by_contra hne
    have hm := QuotientAddGroup.eq.1 hij'
    exact hc ⟨j, i, Ne.symm hne, by rw [sub_eq_add_neg, add_comm]; exact hm⟩
  exact absurd h (not_lt_of_ge (Nat.card_le_card_of_injective _ hinj))

/-- In dimension `d`, a supercell of index at most `d` has a nonzero translation of squared
length at most 2. -/
theorem exists_short_of_index_le {d : ℕ} (H : AddSubgroup (Fin d → ℤ))
    (h0 : H.index ≠ 0) (h : H.index ≤ d) : ∃ v ∈ H, v ≠ 0 ∧ sqLen v ≤ 2 := by
  -- the points are the origin and the unit vectors
  obtain ⟨s, t, hst, hm⟩ := exists_difference_mem H h0
    (fun (o : Option (Fin d)) k => if o = some k then (1 : ℤ) else 0)
    (by rw [Nat.card_eq_fintype_card, Fintype.card_option, Fintype.card_fin]; omega)
  refine ⟨_, hm, ?_, ?_⟩
  · intro hz
    apply hst
    apply Option.ext
    intro k
    have hk := congrFun hz k
    simp only [Pi.sub_apply, Pi.zero_apply] at hk
    split_ifs at hk <;> simp_all
  · have one : ∀ o : Option (Fin d), ∑ k, (if o = some k then (1 : ℤ) else 0) ≤ 1 := by
      intro o
      cases o <;> simp
    have hle : sqLen ((fun k => if s = some k then (1 : ℤ) else 0) -
        (fun k => if t = some k then (1 : ℤ) else 0)) ≤
        ∑ k, ((if s = some k then (1 : ℤ) else 0) + (if t = some k then (1 : ℤ) else 0)) := by
      unfold sqLen
      refine Finset.sum_le_sum fun k _ => ?_
      simp only [Pi.sub_apply]
      split_ifs <;> norm_num
    rw [Finset.sum_add_distrib] at hle
    exact hle.trans (by linarith [one s, one t])

/-- In dimension `d`, a supercell of index below `2 ^ d` has a nonzero translation of squared
length at most `d`. -/
theorem exists_short_of_index_lt_two_pow {d : ℕ} (H : AddSubgroup (Fin d → ℤ))
    (h0 : H.index ≠ 0) (h : H.index < 2 ^ d) : ∃ v ∈ H, v ≠ 0 ∧ sqLen v ≤ d := by
  -- the points are the corners of the unit cube
  obtain ⟨s, t, hst, hm⟩ := exists_difference_mem H h0
    (fun (s : Fin d → Fin 2) i => ((s i : ℕ) : ℤ)) (by simpa using h)
  refine ⟨_, hm, ?_, ?_⟩
  · intro hz
    apply hst
    funext i
    have hi := congrFun hz i
    simp only [Pi.sub_apply, Pi.zero_apply] at hi
    exact Fin.ext (by omega)
  · unfold sqLen
    calc _ ≤ ∑ _i : Fin d, (1 : ℤ) := by
          refine Finset.sum_le_sum fun i _ => ?_
          simp only [Pi.sub_apply]
          have hs := (s i).isLt
          have ht := (t i).isLt
          have h1 : -1 ≤ ((s i : ℕ) : ℤ) - ((t i : ℕ) : ℤ) := by omega
          have h2 : ((s i : ℕ) : ℤ) - ((t i : ℕ) : ℤ) ≤ 1 := by omega
          nlinarith
      _ = d := by simp

/-- If an additive labelling of lattice points takes every value in `G` and vanishes exactly on
the supercell, the index of the supercell is the number of labels. -/
theorem index_eq_card_labels {G : Type} [AddGroup G] (H : AddSubgroup (Fin 3 → ℤ))
    (f : (Fin 3 → ℤ) → G) (hadd : ∀ v w, f (v + w) = f v + f w)
    (hsurj : Function.Surjective f) (hmem : ∀ v, v ∈ H ↔ f v = 0) :
    H.index = Nat.card G := by
  have hk : H = (AddMonoidHom.mk' f hadd).ker := by
    ext v
    exact hmem v
  rw [hk, AddSubgroup.index_ker, AddMonoidHom.range_eq_top.2 hsurj]
  exact Nat.card_congr AddSubgroup.topEquiv.toEquiv

/-- The fcc supercell has index 2 and squared minimum image distance 2. -/
theorem fcc_index_and_min : fcc.index = 2 ∧ IsMinImageSq fcc 2 := by
  refine ⟨(index_eq_card_labels fcc (fun v => ((v 0 + v 1 + v 2 : ℤ) : ZMod 2))
    ?_ ?_ ?_).trans (by simp), ⟨![1, 1, 0], ?_, by decide +kernel, by decide +kernel⟩, ?_⟩
  · intro v w
    simp only [Pi.add_apply]
    push_cast
    ring
  · intro a
    obtain ⟨n, rfl⟩ := ZMod.intCast_surjective a
    exact ⟨![n, 0, 0], by simp⟩
  · intro v
    exact (CharP.intCast_eq_zero_iff (ZMod 2) 2 (v 0 + v 1 + v 2)).symm
  · change (2 : ℤ) ∣ 1 + 1 + 0
    norm_num
  · rintro n ⟨v, hv, hne, rfl⟩
    have hv' : (2 : ℤ) ∣ v 0 + v 1 + v 2 := hv
    have hn : ¬(v 0 = 0 ∧ v 1 = 0 ∧ v 2 = 0) := fun h => hne (by
      funext i
      fin_cases i
      exacts [h.1, h.2.1, h.2.2])
    rw [sqLen, Fin.sum_univ_three]
    simp only [pow_two]
    generalize v 0 = a at hv' hn ⊢
    generalize v 1 = b at hv' hn ⊢
    generalize v 2 = c at hv' hn ⊢
    by_contra hlt
    -- a shorter vector would have coordinates in {-1, 0, 1}
    have ha := mul_self_nonneg a
    have hb := mul_self_nonneg b
    have hc := mul_self_nonneg c
    have a1 : -1 ≤ a := by nlinarith
    have a2 : a ≤ 1 := by nlinarith
    have b1 : -1 ≤ b := by nlinarith
    have b2 : b ≤ 1 := by nlinarith
    have c1 : -1 ≤ c := by nlinarith
    have c2 : c ≤ 1 := by nlinarith
    clear ha hb hc
    interval_cases a <;> interval_cases b <;> interval_cases c <;> omega

/-- The bcc supercell has index 4 and squared minimum image distance 3. -/
theorem bcc_index_and_min : bcc.index = 4 ∧ IsMinImageSq bcc 3 := by
  refine ⟨(index_eq_card_labels bcc
    (fun v => (((v 0 - v 1 : ℤ) : ZMod 2), ((v 1 - v 2 : ℤ) : ZMod 2)))
    ?_ ?_ ?_).trans (by simp),
    ⟨![1, 1, 1], ?_, by decide +kernel, by decide +kernel⟩, ?_⟩
  · intro v w
    simp only [Pi.add_apply, Prod.mk_add_mk, Prod.mk.injEq]
    constructor <;> (push_cast; ring)
  · rintro ⟨a, b⟩
    obtain ⟨n, rfl⟩ := ZMod.intCast_surjective a
    obtain ⟨m, rfl⟩ := ZMod.intCast_surjective b
    exact ⟨![n + m, m, 0], by simp⟩
  · intro v
    rw [Prod.mk_eq_zero]
    exact (and_congr (CharP.intCast_eq_zero_iff (ZMod 2) 2 (v 0 - v 1))
      (CharP.intCast_eq_zero_iff (ZMod 2) 2 (v 1 - v 2))).symm
  · change (2 : ℤ) ∣ 1 - 1 ∧ (2 : ℤ) ∣ 1 - 1
    norm_num
  · rintro n ⟨v, hv, hne, rfl⟩
    have hv' : (2 : ℤ) ∣ v 0 - v 1 ∧ (2 : ℤ) ∣ v 1 - v 2 := hv
    have hn : ¬(v 0 = 0 ∧ v 1 = 0 ∧ v 2 = 0) := fun h => hne (by
      funext i
      fin_cases i
      exacts [h.1, h.2.1, h.2.2])
    rw [sqLen, Fin.sum_univ_three]
    simp only [pow_two]
    generalize v 0 = a at hv' hn ⊢
    generalize v 1 = b at hv' hn ⊢
    generalize v 2 = c at hv' hn ⊢
    by_contra hlt
    have ha := mul_self_nonneg a
    have hb := mul_self_nonneg b
    have hc := mul_self_nonneg c
    have a1 : -1 ≤ a := by nlinarith
    have a2 : a ≤ 1 := by nlinarith
    have b1 : -1 ≤ b := by nlinarith
    have b2 : b ≤ 1 := by nlinarith
    have c1 : -1 ≤ c := by nlinarith
    have c2 : c ≤ 1 := by nlinarith
    clear ha hb hc
    interval_cases a <;> interval_cases b <;> interval_cases c <;> omega

/-- Suppose no nonzero supercell translation has squared length below `m`. If, among more points
than the index, only differences equal to `w` or `-w` are that long, then `w` is a supercell
translation. -/
theorem forced_mem (H : AddSubgroup (Fin 3 → ℤ)) (h0 : H.index ≠ 0) (m : ℤ)
    (hmin : ∀ v ∈ H, v ≠ 0 → m ≤ sqLen v) {k : ℕ} (hk : H.index < k)
    (p : Fin k → Fin 3 → ℤ) (w : Fin 3 → ℤ)
    (hp : ∀ i j, i ≠ j → p i - p j ≠ 0 ∧
      (m ≤ sqLen (p i - p j) → p i - p j = w ∨ p i - p j = -w)) : w ∈ H := by
  obtain ⟨i, j, hij, hm⟩ := exists_difference_mem H h0 p (by simpa using hk)
  obtain ⟨hne, hw⟩ := hp i j hij
  rcases hw (hmin _ hm hne) with h | h
  · rwa [h] at hm
  · rw [h] at hm
    exact H.neg_mem_iff.1 hm

/-- A supercell of index 2 whose nonzero translations all have squared length at least 2 is the
fcc supercell. -/
theorem fcc_unique (H : AddSubgroup (Fin 3 → ℤ)) (hH : H.index = 2)
    (hmin : ∀ v ∈ H, v ≠ 0 → 2 ≤ sqLen v) : H = fcc := by
  have key := forced_mem H (by omega) 2 hmin (k := 3) (by omega)
  have h1 := key ![![0, 0, 0], ![1, 0, 0], ![0, -1, 0]] ![1, 1, 0] (by decide +kernel)
  have h2 := key ![![0, 0, 0], ![1, 0, 0], ![0, 0, -1]] ![1, 0, 1] (by decide +kernel)
  have h3 := key ![![0, 0, 0], ![0, 1, 0], ![0, 0, -1]] ![0, 1, 1] (by decide +kernel)
  -- these three vectors generate the fcc supercell
  have hle : fcc ≤ H := by
    intro v hv
    obtain ⟨k, hk⟩ := (hv : (2 : ℤ) ∣ v 0 + v 1 + v 2)
    have e : v = (k - v 2) • (![1, 1, 0] : Fin 3 → ℤ) + (k - v 1) • (![1, 0, 1] : Fin 3 → ℤ)
        + (k - v 0) • (![0, 1, 1] : Fin 3 → ℤ) := by
      funext i
      fin_cases i <;> simp <;> linarith
    rw [e]
    exact H.add_mem (H.add_mem (H.zsmul_mem h1 _) (H.zsmul_mem h2 _)) (H.zsmul_mem h3 _)
  have hi := AddSubgroup.relIndex_mul_index hle
  rw [hH, fcc_index_and_min.1] at hi
  exact le_antisymm (AddSubgroup.relIndex_eq_one.1 (by omega)) hle

/-- A supercell of index 4 whose nonzero translations all have squared length at least 3 is the
bcc supercell. -/
theorem bcc_unique (H : AddSubgroup (Fin 3 → ℤ)) (hH : H.index = 4)
    (hmin : ∀ v ∈ H, v ≠ 0 → 3 ≤ sqLen v) : H = bcc := by
  have key := forced_mem H (by omega) 3 hmin (k := 5) (by omega)
  have h1 := key ![![0, 0, 0], ![1, 0, 0], ![0, 1, 0], ![0, 0, 1], ![1, 1, 0]] ![1, 1, -1]
    (by decide +kernel)
  have h2 := key ![![0, 0, 0], ![1, 0, 0], ![0, 1, 0], ![0, 0, 1], ![1, 0, 1]] ![1, -1, 1]
    (by decide +kernel)
  have h3 := key ![![0, 0, 0], ![1, 0, 0], ![0, 1, 0], ![0, 0, 1], ![0, 1, 1]] ![-1, 1, 1]
    (by decide +kernel)
  -- these three vectors generate the bcc supercell
  have hle : bcc ≤ H := by
    intro v hv
    obtain ⟨⟨p, hp⟩, ⟨q, hq⟩⟩ := (hv : (2 : ℤ) ∣ v 0 - v 1 ∧ (2 : ℤ) ∣ v 1 - v 2)
    have e : v = (v 1 + p) • (![1, 1, -1] : Fin 3 → ℤ)
        + (v 1 + p - q) • (![1, -1, 1] : Fin 3 → ℤ)
        + (v 1 - q) • (![-1, 1, 1] : Fin 3 → ℤ) := by
      funext i
      fin_cases i <;> simp <;> linarith
    rw [e]
    exact H.add_mem (H.add_mem (H.zsmul_mem h1 _) (H.zsmul_mem h2 _)) (H.zsmul_mem h3 _)
  have hi := AddSubgroup.relIndex_mul_index hle
  rw [hH, bcc_index_and_min.1] at hi
  exact le_antisymm (AddSubgroup.relIndex_eq_one.1 (by omega)) hle

/-- The fcc supercell maximises the minimum image distance among supercells of index 2, and the
bcc supercell among those of index 4; each is the only maximiser of its index. -/
theorem fcc_bcc_maximise_min_image :
    (fcc.index = 2 ∧ IsMinImageSq fcc 2 ∧
      ∀ H : AddSubgroup (Fin 3 → ℤ), H.index = 2 → ∀ m, IsMinImageSq H m →
        m ≤ 2 ∧ (m = 2 → H = fcc)) ∧
    (bcc.index = 4 ∧ IsMinImageSq bcc 3 ∧
      ∀ H : AddSubgroup (Fin 3 → ℤ), H.index = 4 → ∀ m, IsMinImageSq H m →
        m ≤ 3 ∧ (m = 3 → H = bcc)) := by
  refine ⟨⟨fcc_index_and_min.1, fcc_index_and_min.2, fun H hH m hm => ⟨?_, fun h => ?_⟩⟩,
    ⟨bcc_index_and_min.1, bcc_index_and_min.2, fun H hH m hm => ⟨?_, fun h => ?_⟩⟩⟩
  · obtain ⟨v, hv, hne, hl⟩ := exists_short_of_index_le H (by omega) (by omega)
    exact (hm.2 ⟨v, hv, hne, rfl⟩).trans hl
  · exact fcc_unique H hH fun v hv hne => h.symm.le.trans (hm.2 ⟨v, hv, hne, rfl⟩)
  · obtain ⟨v, hv, hne, hl⟩ :=
      exists_short_of_index_lt_two_pow H (by omega) (by rw [hH]; norm_num)
    have hmv : m ≤ sqLen v := hm.2 ⟨v, hv, hne, rfl⟩
    omega
  · exact bcc_unique H hH fun v hv hne => h.symm.le.trans (hm.2 ⟨v, hv, hne, rfl⟩)

end SupercellMinimumImage
```

```lean
#print axioms SupercellMinimumImage.fcc_bcc_maximise_min_image
-- 'SupercellMinimumImage.fcc_bcc_maximise_min_image' depends on axioms: [propext, Classical.choice, Quot.sound]
```

## Supercells as subgroups of $\mathbb{Z}^3$

Let $a$ be the lattice constant and write lattice vectors as $a\,(v_0,v_1,v_2)$ with integer $v_i$. The translations that carry a defect to its periodic images form a subgroup $H$ of $\mathbb{Z}^3$, in Lean an `AddSubgroup (Fin 3 → ℤ)`. Different choices of cell vectors for the same periodic arrangement give the same $H$. The number of simple cubic cells in the supercell is the index of $H$, written `H.index`. Mathlib gives infinite index the value 0; the lemmas that assume an upper bound on the index of a general $H$ exclude this case by the hypothesis `H.index ≠ 0`.

The function `sqLen` is $|v|^2=\sum_i v_i^2$, in units of $a^2$. The statement `IsMinImageSq H m` says that $m$ is the least squared length of a nonzero vector of $H$: some nonzero translation has squared length $m$, and none is shorter. The minimum image distance is then $a\sqrt m$.

Two supercells are singled out. In `fcc` the sum $v_0+v_1+v_2$ is even; in `bcc` all three coordinates have the same parity. They are the face-centred and body-centred cubic lattices with cube edge $2a$.

The theorem `fcc_bcc_maximise_min_image` says that

- `fcc` has index 2 and $m=2$; every $H$ of index 2 has $m\le 2$, with equality only for $H=$ `fcc`;
- `bcc` has index 4 and $m=3$; every $H$ of index 4 has $m\le 3$, with equality only for $H=$ `bcc`.

This bears on the choice of supercell shape for defect calculations at a fixed number of atoms, though only for two or four cells of a simple cubic lattice and only through the distance to the nearest image. An fcc or bcc crystal described by conventional cubic cells has further lattice translations and so admits further supercells, which the theorem does not compare. Interaction energies, Madelung constants and atomic relaxation do not enter.

## Four cells, compared by hand

The $2\times2\times1$ supercell contains $(0,0,1)$, so its images are a distance $a$ apart. A skewed alternative consists of all $v$ with $v_0+2v_1+3v_2$ divisible by 4. This expression takes all four values modulo 4, so the index is again 4. On the unit vectors it equals 1, 2 and 3, so no vector of length 1 belongs to $H$, but $(1,0,1)$ gives $1+3=4$ and does. The distance is $\sqrt2\,a\approx1.41\,a$. The bcc supercell, with the same number of atoms, reaches $\sqrt3\,a\approx1.73\,a$.

## Upper bounds from crowded points

Two lattice points are periodic images of each other exactly when their difference lies in $H$, and the number of classes of such points is the index. Among more points than the index, two must therefore share a class. This is `exists_difference_mem`: if no two points did, the map from points to classes would be injective, and there would be at least as many classes as points.

For index at most $d$ in dimension $d$, take the origin and the $d$ unit vectors. Two of these $d+1$ points differ by a vector of $H$, which is a unit vector up to sign, or a difference of two unit vectors. Its squared length is 1 or 2. In `exists_short_of_index_le` the points are labelled by `Option (Fin d)`, with `none` for the origin. With $d=3$ this covers index 2.

For index below $2^d$, take the $2^d$ corners of the unit cube. Two of them differ by a nonzero vector of $H$ with entries in $\{-1,0,1\}$, so its squared length is at most $d$. This is `exists_short_of_index_lt_two_pow`; with $d=3$ it covers index 4, since $4<8$.

## The fcc and bcc supercells attain the bounds

The label $v_0+v_1+v_2 \bmod 2$ is additive, takes both values and vanishes exactly on `fcc`, so the index is 2. For `bcc` the label is the pair $(v_0-v_1,\;v_1-v_2) \bmod 2$, which takes all four values, so the index is 4. The lemma `index_eq_card_labels` makes this step by identifying $H$ with the kernel of the labelling.

Since $n^2$ and $n$ have the same parity, $|v|^2$ is even on `fcc`. A nonzero vector thus has $|v|^2\ge2$, and $(1,1,0)$ attains it. A nonzero vector of `bcc` has either three odd coordinates, so $|v|^2\ge3$, or three even ones, so $|v|^2\ge4$; the vector $(1,1,1)$ attains 3. Lean reaches the same lower bounds by enumeration: a shorter vector would have all its coordinates in $\{-1,0,1\}$, and `interval_cases` with `omega` rules out each case.

## No other supercell does as well

Let $e_0,e_1,e_2$ be the unit vectors. Suppose $H$ has index 2 and no nonzero vector with $|v|^2<2$. Among the three points $0$, $e_0$, $-e_1$, two differ by a vector of $H$. Up to sign the differences are $e_0$, $e_1$ and $e_0+e_1$. The first two are too short, so $(1,1,0)\in H$. In the same way $(1,0,1)$ and $(0,1,1)$ lie in $H$. If $v_0+v_1+v_2=2k$, then

$$v=(k-v_2)(1,1,0)+(k-v_1)(1,0,1)+(k-v_0)(0,1,1),$$

so `fcc` is contained in $H$.

Now suppose $H$ has index 4 and no nonzero vector with $|v|^2<3$. Take the five points $0,e_0,e_1,e_2,e_0+e_1$. All their differences have squared length 1 or 2, except $e_0+e_1-e_2$ and its negative, which have 3. Hence $(1,1,-1)\in H$. Replacing the last point by $e_0+e_2$ and then by $e_1+e_2$ gives $(1,-1,1)$ and $(-1,1,1)$. For $v$ with coordinates of equal parity,

$$v=\tfrac{v_0+v_1}{2}(1,1,-1)+\tfrac{v_0+v_2}{2}(1,-1,1)+\tfrac{v_1+v_2}{2}(-1,1,1)$$

has integer coefficients, so `bcc` is contained in $H$.

In both cases the two subgroups have the same index. The index of the smaller one is the index of $H$ times its own index within $H$, so that last factor is 1 and the subgroups are equal.

The lemma `forced_mem` carries the argument that only one difference is long enough, and `decide +kernel` checks all pairs of the chosen points. `fcc_unique` and `bcc_unique` then write $v$ in terms of the three generators and compare indices through `relIndex_mul_index`. The main theorem joins these results to the upper bounds.
